# Without hopping, two opposite-spin electrons on two sites reach their lowest energy by sharing the lower site, if the repulsion does not exceed the site splitting

Two electrons of opposite spin occupy two sites with energies `-D/2` and `D/2`, with no hopping and an interaction `U` when they share a site. The theorem `closedShell_exact` says that, for `0 ≤ D` and `U ≤ D`, the least value of `⟨ψ|H|ψ⟩` over normalised states is `U - D`, and that the closed-shell state with both electrons on the lower site has this energy. The proof first checks that this state is normalised and has the stated energy. For the lower bound it writes the energy of any normalised `ψ` in terms of the squared moduli of its amplitudes, and seeks the inequality as a linear combination of three nonnegative products and the normalisation condition `hψ`.

In Lean, a first try:

```lean
import Mathlib

open Matrix

namespace ClosedShellExact

noncomputable section

/-- The site energies: `-D/2` on the lower site `0` and `D/2` on the upper site `1`. -/
def siteEnergy (D : ℝ) : Fin 2 → ℝ := ![-D / 2, D / 2]

/-- The energy of a spin-up electron on site `s.1` and a spin-down electron on site `s.2`,
with repulsion `U` if the sites coincide. -/
def levelEnergy (D U : ℝ) (s : Fin 2 × Fin 2) : ℝ :=
  siteEnergy D s.1 + siteEnergy D s.2 + if s.1 = s.2 then U else 0

/-- The two-site Hubbard Hamiltonian without hopping, for two electrons of opposite spin. -/
def hamiltonian (D U : ℝ) : Matrix (Fin 2 × Fin 2) (Fin 2 × Fin 2) ℂ :=
  Matrix.diagonal fun s => (levelEnergy D U s : ℂ)

/-- The quantity `⟨ψ|H|ψ⟩`, without division by the norm; for normalized `ψ` it is the expectation
value of the Hamiltonian. -/
def energy (D U : ℝ) (ψ : Fin 2 × Fin 2 → ℂ) : ℝ :=
  (star ψ ⬝ᵥ (hamiltonian D U *ᵥ ψ)).re

/-- The squared moduli of the amplitudes sum to one. -/
def IsNormalized {ι : Type} [Fintype ι] (f : ι → ℂ) : Prop :=
  ∑ i, Complex.normSq (f i) = 1

/-- The electron count on site `i`, both spins included, weighted with `|ψ(s)|²`; for normalized `ψ`
it is the expected number of electrons there. -/
def occupation (i : Fin 2) (ψ : Fin 2 × Fin 2 → ℂ) : ℝ :=
  ∑ s, ((if s.1 = i then 1 else 0) + (if s.2 = i then 1 else 0)) * Complex.normSq (ψ s)

/-- The restricted determinant: both electrons occupy the same spatial orbital `φ`. -/
def closedShell (φ : Fin 2 → ℂ) : Fin 2 × Fin 2 → ℂ := fun s => φ s.1 * φ s.2

/-- Only the doubly occupied configurations contribute to the energy, with levels
`U - D` and `U + D`. -/
theorem energy_eq (D U : ℝ) (ψ : Fin 2 × Fin 2 → ℂ) :
    energy D U ψ = (U - D) * Complex.normSq (ψ (0, 0))
      + (U + D) * Complex.normSq (ψ (1, 1)) := by
  have hsum : energy D U ψ = ∑ s, levelEnergy D U s * Complex.normSq (ψ s) := by
    simp only [energy, hamiltonian, dotProduct, Matrix.mulVec_diagonal, Complex.re_sum]
    refine Finset.sum_congr rfl fun s _ => ?_
    simp only [Pi.star_apply, RCLike.star_def, Complex.mul_re, Complex.mul_im,
      Complex.conj_re, Complex.conj_im, Complex.ofReal_re, Complex.ofReal_im,
      Complex.normSq_apply]
    ring
  -- the four levels
  have h00 : levelEnergy D U (0, 0) = U - D := by
    show -D / 2 + -D / 2 + (if (0 : Fin 2) = 0 then U else 0) = U - D
    rw [if_pos rfl]; ring
  have h01 : levelEnergy D U (0, 1) = 0 := by
    show -D / 2 + D / 2 + (if (0 : Fin 2) = 1 then U else 0) = 0
    rw [if_neg (by decide)]; ring
  have h10 : levelEnergy D U (1, 0) = 0 := by
    show D / 2 + -D / 2 + (if (1 : Fin 2) = 0 then U else 0) = 0
    rw [if_neg (by decide)]; ring
  have h11 : levelEnergy D U (1, 1) = U + D := by
    show D / 2 + D / 2 + (if (1 : Fin 2) = 1 then U else 0) = U + D
    rw [if_pos rfl]; ring
  rw [hsum]
  simp only [Fintype.sum_prod_type, Fin.sum_univ_two, h00, h01, h10, h11]
  ring

/-- A doubly occupied site counts two electrons, a singly occupied one counts one. -/
theorem occupation_eq (ψ : Fin 2 × Fin 2 → ℂ) :
    occupation 0 ψ = 2 * Complex.normSq (ψ (0, 0)) + Complex.normSq (ψ (0, 1))
      + Complex.normSq (ψ (1, 0)) ∧
    occupation 1 ψ = 2 * Complex.normSq (ψ (1, 1)) + Complex.normSq (ψ (0, 1))
      + Complex.normSq (ψ (1, 0)) := by
  constructor <;>
  · simp only [occupation, Fintype.sum_prod_type, Fin.sum_univ_two, eq_self, zero_ne_one,
      one_ne_zero, if_true, if_false]
    ring

/-- Doubly occupying a normalized orbital gives a normalized state, with
`2|φ(0)|²` electrons on the lower site. -/
theorem closedShell_normalized {φ : Fin 2 → ℂ} (hφ : IsNormalized φ) :
    IsNormalized (closedShell φ) ∧
      occupation 0 (closedShell φ) = 2 * Complex.normSq (φ 0) := by
  rw [(occupation_eq _).1]
  simp only [IsNormalized, Fintype.sum_prod_type, Fin.sum_univ_two, closedShell,
    Complex.normSq_mul] at *
  constructor
  · linear_combination (Complex.normSq (φ 0) + Complex.normSq (φ 1) + 1) * hφ
  · linear_combination 2 * Complex.normSq (φ 0) * hφ

/-- If `D ≥ 0` and `U ≤ D`, the minimum over normalized states is `U - D`, and doubly occupying the
lower site attains it. -/
theorem closedShell_exact {D U : ℝ} (hD : 0 ≤ D) (hUD : U ≤ D) :
    IsLeast {E | ∃ ψ, IsNormalized ψ ∧ energy D U ψ = E} (U - D) ∧
      energy D U (closedShell ![1, 0]) = U - D := by
  have he : energy D U (closedShell ![1, 0]) = U - D := by
    rw [energy_eq]
    simp [closedShell]
  have hn : IsNormalized (![1, 0] : Fin 2 → ℂ) := by
    simp [IsNormalized, Fin.sum_univ_two]
  refine ⟨⟨⟨_, (closedShell_normalized hn).1, he⟩, ?_⟩, he⟩
  rintro E ⟨ψ, hψ, rfl⟩
  simp only [IsNormalized, Fintype.sum_prod_type, Fin.sum_univ_two] at hψ
  rw [energy_eq]
  -- every other configuration lies at or above the level `U - D`
  have h1 := mul_nonneg (sub_nonneg.2 hUD) (Complex.normSq_nonneg (ψ (0, 1)))
  have h2 := mul_nonneg (sub_nonneg.2 hUD) (Complex.normSq_nonneg (ψ (1, 0)))
  have h3 := mul_nonneg hD (Complex.normSq_nonneg (ψ (1, 1)))
  linear_combination h1 + h2 + 2 * h3 + (U - D) * hψ

end

end ClosedShellExact
```

Compiling this gives:

```
Main.lean:108:2: error: ring failed, ring expressions not equal up to an additive constant
D U : ℝ
hD : 0 ≤ D
hUD : U ≤ D
he : energy D U (closedShell ![1, 0]) = U - D
hn : IsNormalized ![1, 0]
ψ : Fin 2 × Fin 2 → ℂ
hψ : Complex.normSq (ψ (0, 0)) + Complex.normSq (ψ (0, 1)) + (Complex.normSq (ψ (1, 0)) + Complex.normSq (ψ (1, 1))) = 1
h1 : 0 ≤ (D - U) * Complex.normSq (ψ (0, 1))
h2 : 0 ≤ (D - U) * Complex.normSq (ψ (1, 0))
h3 : 0 ≤ D * Complex.normSq (ψ (1, 1))
⊢ U * 2 - U * Complex.normSq (ψ (0, 1)) * 2 - U * Complex.normSq (ψ (1, 0)) * 2 - U * Complex.normSq (ψ (1, 1)) * 2 -
                U * Complex.normSq (ψ (0, 0)) * 2 -
              D * 2 +
            D * Complex.normSq (ψ (0, 1)) * 2 +
          D * Complex.normSq (ψ (1, 0)) * 2 +
        D * Complex.normSq (ψ (1, 1)) * 2 +
      D * Complex.normSq (ψ (0, 0)) * 2 ≤
    0
```

The mended proof, as a diff:

```diff
@@ -106,5 +106,5 @@
   have h2 := mul_nonneg (sub_nonneg.2 hUD) (Complex.normSq_nonneg (ψ (1, 0)))
   have h3 := mul_nonneg hD (Complex.normSq_nonneg (ψ (1, 1)))
-  linear_combination h1 + h2 + 2 * h3 + (U - D) * hψ
+  linear_combination h1 + h2 + 2 * h3 + (D - U) * hψ
 
 end
```

What went wrong. The message says that `ring`, called by `linear_combination` to check the combination, could not close the goal that remained. The fault is the sign of the coefficient of `hψ`.

Write `S` for the sum of the four squared moduli, so that `hψ` says `S = 1`. Once `h1`, `h2` and `2 * h3` are accounted for, the left side of the goal minus the right is `(D - U) * (S - 1)`. Subtracting `(D - U) * hψ` would cancel this, but the attempt uses `(U - D) * hψ`, which doubles it. The goal displayed is accordingly `2 * (D - U) * (S - 1) ≤ 0`, multiplied out. It is true, since `S = 1`, but the check does not use hypotheses such as `hψ`. For an inequality `≤` it succeeds only if the expression reduces by algebra alone to a numerical constant that is at most zero, and here terms in `U`, `D` and the squared moduli remain.

The diff changes the coefficient to `D - U`. Everything then cancels, leaving `0 ≤ 0`, and the check succeeds. The three inequalities and their coefficients were already right.
